# A Uniform Bound on Plane-Wave Truncation Error from the Discarded Kinetic Energy in One Dimension

A function of period 2π is represented here by a finite set s of integer wave numbers and a complex coefficient c_n for every integer n, of which only those with n in s enter:

f(x) = ∑_{n∈s} c_n exp(inx).

All sums are therefore finite, and no convergence question arises. For a natural number M, let f_M be the part of f with |n| ≤ M, and let H be the set of discarded wave numbers, those n in s with |n| > M. Write

T = ∑_{n∈H} n²|c_n|².

The claim is that for M ≥ 1 and every real x,

|f(x) − f_M(x)|² ≤ (2/M) T.

The sum ∑ n²|c_n|² is called the kinetic weight. For a particle on a ring of length 2π, with ħ = 1, unit mass and f normalised over the ring, the kinetic energy is π times the kinetic weight of all modes in s. The bound thus turns knowledge of the kinetic energy above a plane-wave cutoff into a pointwise error estimate, for a given one-dimensional function that is truncated and not re-optimised in the smaller basis.

## Cauchy–Schwarz and a telescoping sum

Subtracting f_M leaves the discarded modes. Since |exp(inx)| = 1, and n ≠ 0 on H,

|f(x) − f_M(x)| ≤ ∑_{n∈H} |c_n| = ∑_{n∈H} (1/n)(n|c_n|).

The Cauchy–Schwarz inequality gives

|f(x) − f_M(x)|² ≤ (∑_{n∈H} 1/n²) T.

To bound the first factor, note that for k ≥ 1

1/(k+1)² ≤ 1/(k(k+1)) = 1/k − 1/(k+1).

Summing from k = M to K − 1 makes the right side telescope:

∑_{M<k≤K} 1/k² ≤ 1/M − 1/K ≤ 1/M.

Choose K ≥ M at least as large as every |n| in s. Each k then occurs in H at most twice, as k and as −k, so ∑_{n∈H} 1/n² ≤ 2/M, which proves the claim.

## The error in terms of the gradient

For any coefficients a_n, expanding the square and integrating gives

∫₀^{2π} |∑_{n∈s} a_n exp(inx)|² dx = ∑_{m∈s} ∑_{n∈s} a_m a_n* ∫₀^{2π} exp(i(m−n)x) dx = 2π ∑_{n∈s} |a_n|²,

because the last integral is 2π for m = n and zero otherwise. The derivative f′ has coefficients i n c_n, so

∫₀^{2π} |f′|² dx = 2π ∑_{n∈s} n²|c_n|² ≥ 2πT.

Inserting this in the main bound yields

|f(x) − f_M(x)|² ≤ (1/(πM)) ∫₀^{2π} |f′(y)|² dy.

## How small the constant can be

Suppose that, at a fixed M, the bound held for all such f and all x with a constant C in place of 2/M. Take K > M, c_n = 1/n² on the shell M < |n| ≤ K, and x = 0. With S = ∑ 1/n² over the shell, the error is S, and the discarded kinetic weight is ∑ n²/n⁴ = S. Hence S² ≤ CS, and since S > 0, S ≤ C. From 1/k² ≥ 1/(k(k+1)) = 1/k − 1/(k+1),

C ≥ S = 2 ∑_{M<k≤K} 1/k² ≥ 2/(M+1) − 2/(K+1).

Letting K grow gives C ≥ 2/(M+1). For M ≥ 1 the best constant therefore lies between 2/(M+1) and 2/M.

## Plane waves, cutoffs and weights in Lean

```lean
import Mathlib

open Finset ComplexConjugate

namespace PlaneWaveTruncation

noncomputable section
```

The wave number is an integer and the position a real number; the value is complex.

```lean
/-- The plane wave `exp(inx)` with integer wave number `n`. -/
def planeWave (n : ℤ) (x : ℝ) : ℂ := Complex.exp (Complex.I * n * x)
```

The set s is a `Finset ℤ`, and the coefficients are a function on all of ℤ. The set need not be symmetric or free of gaps.

```lean
/-- The trigonometric polynomial with coefficients `c` on the finite set `s` of wave numbers. -/
def planeWaveSum (s : Finset ℤ) (c : ℤ → ℂ) (x : ℝ) : ℂ := ∑ n ∈ s, c n * planeWave n x
```

The cutoff compares the natural number `n.natAbs`, which is |n|, with `M`. The two filters below divide s into kept and discarded modes.

```lean
/-- The wave numbers kept by the cutoff, `|n| ≤ M`. -/
def lowModes (s : Finset ℤ) (M : ℕ) : Finset ℤ := s.filter (fun n => n.natAbs ≤ M)

/-- The wave numbers discarded by the cutoff, `|n| > M`. -/
def highModes (s : Finset ℤ) (M : ℕ) : Finset ℤ := s.filter (fun n => ¬ n.natAbs ≤ M)
```

The kinetic weight carries no factor of ħ or of the mass, and f need not be normalised. Applied to `highModes s M`, it is the quantity T.

```lean
/-- The kinetic weight of the modes in `s`: the sum of `n² |c_n|²`. -/
def kineticWeight (s : Finset ℤ) (c : ℤ → ℂ) : ℝ := ∑ n ∈ s, (n : ℝ) ^ 2 * ‖c n‖ ^ 2
```

The shell is built from the integers k and −k with M < k ≤ K. It serves both the upper bound on the inverse-square sum and the test functions for the constant.

```lean
/-- The shell of wave numbers with `M < |n| ≤ K`. -/
def shell (M K : ℕ) : Finset ℤ :=
  (Ioc M K).image (fun k : ℕ => (k : ℤ)) ∪ (Ioc M K).image (fun k : ℕ => -(k : ℤ))
```

## Parseval's identity and the derivative

In the next proof, `hint` evaluates the integral of a single plane wave: a nonzero wave number gives zero because the exponential returns to 1 at 2π. The product rule `hmul` turns the squared modulus into a double sum of plane waves with wave numbers m − n. Continuity supplies the integrability needed to exchange sums and integral, after which only the diagonal terms remain.

```lean
/-- Parseval's identity for a trigonometric polynomial on one period. -/
theorem parseval (s : Finset ℤ) (a : ℤ → ℂ) :
    ∫ x in (0 : ℝ)..(2 * Real.pi), ‖planeWaveSum s a x‖ ^ 2
      = 2 * Real.pi * ∑ n ∈ s, ‖a n‖ ^ 2 := by
  have hc : ∀ k, Continuous (planeWave k) := by
    intro k
    unfold planeWave
    fun_prop
  -- orthogonality of the plane waves
  have hint : ∀ k : ℤ, ∫ x in (0 : ℝ)..(2 * Real.pi), planeWave k x
      = if k = 0 then 2 * (Real.pi : ℂ) else 0 := by
    intro k
    split_ifs with h
    · subst h
      simp [planeWave]
    · unfold planeWave
      have h1 : Complex.exp (Complex.I * k * ((2 * Real.pi : ℝ) : ℂ)) = 1 := by
        rw [Complex.exp_eq_one_iff]
        exact ⟨k, by push_cast; ring⟩
      rw [integral_exp_mul_complex (by simp [h]), h1]
      simp
  have hmul : ∀ (m n : ℤ) (x : ℝ),
      planeWave m x * conj (planeWave n x) = planeWave (m - n) x := by
    intro m n x
    unfold planeWave
    rw [← Complex.exp_conj, ← Complex.exp_add]
    congr 1
    simp only [map_mul, Complex.conj_I, Complex.conj_ofReal, map_intCast]
    push_cast
    ring
  have h : ∀ x : ℝ, ((‖planeWaveSum s a x‖ ^ 2 : ℝ) : ℂ)
      = ∑ m ∈ s, ∑ n ∈ s, a m * conj (a n) * planeWave (m - n) x := by
    intro x
    rw [← Complex.normSq_eq_norm_sq, ← Complex.mul_conj]
    unfold planeWaveSum
    rw [map_sum, Finset.sum_mul_sum]
    refine sum_congr rfl fun m _ => sum_congr rfl fun n _ => ?_
    rw [← hmul, map_mul]
    ring
  apply Complex.ofReal_injective
  rw [← intervalIntegral.integral_ofReal]
  simp only [h]
  have hcont : ∀ m n : ℤ,
      Continuous (fun x : ℝ => a m * conj (a n) * planeWave (m - n) x) :=
    fun m n => continuous_const.mul (hc (m - n))
  have hi : ∀ m n : ℤ, IntervalIntegrable
      (fun x : ℝ => a m * conj (a n) * planeWave (m - n) x)
      MeasureTheory.volume 0 (2 * Real.pi) :=
    fun m n => (hcont m n).intervalIntegrable _ _
  have hsum : ∀ m : ℤ,
      Continuous (fun x : ℝ => ∑ n ∈ s, a m * conj (a n) * planeWave (m - n) x) :=
    fun m => continuous_finsetSum s fun n _ => hcont m n
  have ho : ∀ m : ℤ, IntervalIntegrable
      (fun x : ℝ => ∑ n ∈ s, a m * conj (a n) * planeWave (m - n) x)
      MeasureTheory.volume 0 (2 * Real.pi) :=
    fun m => (hsum m).intervalIntegrable _ _
  rw [intervalIntegral.integral_finsetSum (fun m _ => ho m)]
  push_cast
  rw [Finset.mul_sum]
  refine sum_congr rfl fun m hm => ?_
  rw [intervalIntegral.integral_finsetSum (fun n _ => hi m n)]
  simp only [intervalIntegral.integral_const_mul, hint, sub_eq_zero, mul_ite, mul_zero]
  rw [Finset.sum_ite_eq, if_pos hm, Complex.mul_conj, Complex.normSq_eq_norm_sq]
  push_cast
  ring
```

Termwise differentiation produces the coefficients i n c_n.

```lean
/-- Differentiation multiplies the coefficient of each plane wave by `in`. -/
theorem hasDerivAt_planeWaveSum (s : Finset ℤ) (c : ℤ → ℂ) (x : ℝ) :
    HasDerivAt (planeWaveSum s c) (planeWaveSum s (fun n => Complex.I * n * c n) x) x := by
  unfold planeWaveSum planeWave
  refine HasDerivAt.fun_sum fun n _ => ?_
  have h1 : HasDerivAt (fun y : ℝ => Complex.I * n * (y : ℂ)) (Complex.I * n) x := by
    simpa only [id, Complex.ofReal_one, mul_one] using
      (hasDerivAt_id x).ofReal_comp.const_mul (Complex.I * (n : ℂ))
  exact (h1.cexp.const_mul (c n)).congr_deriv (by ring)
```

Parseval's identity applied to these coefficients gives the gradient integral, since |i n c_n|² = n²|c_n|².

```lean
/-- The integral of `|f'|²` over one period is `2π` times the kinetic weight. -/
theorem integral_gradient_sq (s : Finset ℤ) (c : ℤ → ℂ) :
    ∫ x in (0 : ℝ)..(2 * Real.pi), ‖deriv (planeWaveSum s c) x‖ ^ 2
      = 2 * Real.pi * kineticWeight s c := by
  have hd : deriv (planeWaveSum s c) = planeWaveSum s (fun n => Complex.I * n * c n) :=
    funext fun x => (hasDerivAt_planeWaveSum s c x).deriv
  rw [hd, parseval]
  unfold kineticWeight
  congr 1
  refine sum_congr rfl fun n _ => ?_
  rw [norm_mul, norm_mul, Complex.norm_I, one_mul, Complex.norm_intCast, mul_pow, sq_abs]
```

## The discarded modes and their inverse squares

The first lemma splits the sum over s at the cutoff.

```lean
/-- The truncation error is the sum over the discarded plane waves. -/
theorem truncation_error (s : Finset ℤ) (c : ℤ → ℂ) (M : ℕ) (x : ℝ) :
    planeWaveSum s c x - planeWaveSum (lowModes s M) c x = planeWaveSum (highModes s M) c x := by
  have h := Finset.sum_filter_add_sum_filter_not s (fun n => n.natAbs ≤ M)
    (fun n => c n * planeWave n x)
  unfold planeWaveSum lowModes highModes
  linear_combination -h
```

The second computes the shell sum from its positive half. The two halves are disjoint because all k in them are positive.

```lean
/-- The sum of `1/n²` over a shell is twice the sum over its positive wave numbers. -/
theorem shell_sum (M K : ℕ) :
    ∑ n ∈ shell M K, 1 / (n : ℝ) ^ 2 = 2 * ∑ k ∈ Ioc M K, 1 / (k : ℝ) ^ 2 := by
  unfold shell
  rw [sum_union, sum_image, sum_image]
  · simp [two_mul]
  · intro a _ b _ h
    simpa using h
  · intro a _ b _ h
    simpa using h
  · refine Finset.disjoint_left.2 fun n h1 h2 => ?_
    simp only [mem_image, mem_Ioc] at h1 h2
    obtain ⟨a, ha, rfl⟩ := h1
    obtain ⟨b, hb, h⟩ := h2
    omega
```

The tail estimate requires M ≥ 1 and follows the telescoping argument by induction on `K`, in `tele`. The inclusion `hsub` places the discarded modes in a shell whose outer radius is M plus the largest |n| in s, which guarantees that the radius is at least M. All terms being nonnegative, enlarging the set can only increase the sum.

```lean
/-- The sum of `1/n²` over the discarded wave numbers is at most `2/M`. -/
theorem inverse_square_tail_le (s : Finset ℤ) {M : ℕ} (hM : 1 ≤ M) :
    ∑ n ∈ highModes s M, 1 / (n : ℝ) ^ 2 ≤ 2 / (M : ℝ) := by
  -- telescoping comparison with `1/k - 1/(k+1)`
  have tele : ∀ K : ℕ, M ≤ K →
      ∑ k ∈ Ioc M K, 1 / (k : ℝ) ^ 2 ≤ 1 / (M : ℝ) - 1 / (K : ℝ) := by
    intro K hK
    induction K, hK using Nat.le_induction with
    | base => simp
    | succ K hK ih =>
      rw [Finset.sum_Ioc_succ_top hK]
      have hp : (0 : ℝ) < K := by exact_mod_cast (by omega : 0 < K)
      have e : 1 / (K : ℝ) - 1 / (K + 1) = 1 / (K * (K + 1)) := by
        field_simp
        ring
      have l : 1 / ((K : ℝ) + 1) ^ 2 ≤ 1 / (K * (K + 1)) :=
        one_div_le_one_div_of_le (by positivity) (by nlinarith)
      push_cast
      linarith
  have hsub : highModes s M ⊆ shell M (M + s.sup Int.natAbs) := by
    intro n hn
    obtain ⟨h1, h2⟩ := mem_filter.1 hn
    have h3 : n.natAbs ≤ s.sup Int.natAbs := Finset.le_sup (f := Int.natAbs) h1
    have h4 : n.natAbs ∈ Ioc M (M + s.sup Int.natAbs) := mem_Ioc.2 ⟨by omega, by omega⟩
    rcases le_total 0 n with h | h
    · exact mem_union_left _ (mem_image.2 ⟨n.natAbs, h4, by omega⟩)
    · exact mem_union_right _ (mem_image.2 ⟨n.natAbs, h4, by omega⟩)
  have h1 := sum_le_sum_of_subset_of_nonneg (f := fun n : ℤ => 1 / (n : ℝ) ^ 2) hsub
    (fun n _ _ => by positivity)
  have h2 := tele (M + s.sup Int.natAbs) (by omega)
  have h3 : (0 : ℝ) ≤ 1 / ((M + s.sup Int.natAbs : ℕ) : ℝ) := by positivity
  have h4 : (2 : ℝ) / M = 2 * (1 / M) := by ring
  rw [shell_sum] at h1
  linarith
```

## The pointwise bounds

The main theorem holds for every finite s, every c, every M ≥ 1 and every real x. In its proof, `hw` states that a plane wave has modulus one, `h1` is the triangle inequality with |c_n| rewritten as (1/n)(n|c_n|), and `h2` is Cauchy–Schwarz. The tail estimate then replaces the first factor by 2/M.

```lean
/-- At every point the squared truncation error is at most `2/M` times the kinetic weight
of the discarded plane waves. -/
theorem truncation_error_sq_le (s : Finset ℤ) (c : ℤ → ℂ) {M : ℕ} (hM : 1 ≤ M) (x : ℝ) :
    ‖planeWaveSum s c x - planeWaveSum (lowModes s M) c x‖ ^ 2
      ≤ 2 / M * kineticWeight (highModes s M) c := by
  rw [truncation_error]
  have hw : ∀ n : ℤ, ‖planeWave n x‖ = 1 := by
    intro n
    have e : Complex.I * n * x = ((n * x : ℝ) : ℂ) * Complex.I := by
      push_cast
      ring
    rw [planeWave, e, Complex.norm_exp_ofReal_mul_I]
  have h1 : ‖planeWaveSum (highModes s M) c x‖
      ≤ ∑ n ∈ highModes s M, (1 / (n : ℝ)) * (n * ‖c n‖) := by
    refine (norm_sum_le _ _).trans (le_of_eq (sum_congr rfl fun n hn => ?_))
    have h0 : n ≠ 0 := by
      have := (mem_filter.1 hn).2
      omega
    have h0' : (n : ℝ) ≠ 0 := by exact_mod_cast h0
    rw [norm_mul, hw, mul_one, ← mul_assoc, one_div_mul_cancel h0', one_mul]
  -- Cauchy-Schwarz with the weights `1/n` and `n |c_n|`
  have h2 := Finset.sum_mul_sq_le_sq_mul_sq (highModes s M)
    (fun n : ℤ => 1 / (n : ℝ)) (fun n : ℤ => (n : ℝ) * ‖c n‖)
  simp only [div_pow, one_pow, mul_pow] at h2
  refine (pow_le_pow_left₀ (norm_nonneg _) h1 2).trans (h2.trans ?_)
  exact mul_le_mul_of_nonneg_right (inverse_square_tail_le s hM)
    (sum_nonneg fun n _ => by positivity)
```

The gradient form, again for M ≥ 1, enlarges the discarded kinetic weight to the full one and substitutes the integral. It is weaker, because the kept modes now count as well, but it needs no knowledge of individual coefficients.

```lean
/-- At every point the squared truncation error is at most `1/(πM)` times the integral of
`|f'|²` over one period. -/
theorem truncation_error_sq_le_gradient (s : Finset ℤ) (c : ℤ → ℂ) {M : ℕ} (hM : 1 ≤ M)
    (x : ℝ) :
    ‖planeWaveSum s c x - planeWaveSum (lowModes s M) c x‖ ^ 2
      ≤ 1 / (Real.pi * M) * ∫ y in (0 : ℝ)..(2 * Real.pi), ‖deriv (planeWaveSum s c) y‖ ^ 2 := by
  have hk : kineticWeight (highModes s M) c ≤ kineticWeight s c :=
    sum_le_sum_of_subset_of_nonneg (filter_subset _ _) (fun n _ _ => by positivity)
  have hp : (0 : ℝ) < M := by exact_mod_cast hM
  have hpi := Real.pi_ne_zero
  rw [integral_gradient_sq]
  calc _ ≤ 2 / M * kineticWeight (highModes s M) c := truncation_error_sq_le s c hM x
    _ ≤ 2 / M * kineticWeight s c := mul_le_mul_of_nonneg_left hk (by positivity)
    _ = _ := by field_simp
```

## The lower bound on the constant

The hypothesis `h` says that C works at the given M for all finite sets, coefficients and points. M = 0 is allowed here, and the conclusion is then C ≥ 2. The inner statement `key` inserts the test function: `hf` evaluates it at the origin, `hk` computes its kinetic weight, and `h4` cancels the common positive factor S. The limit is taken by contradiction: if C were smaller than 2/(M+1) by some ε > 0, a shell of large enough outer radius would make the remainder 2/(K+1) smaller than ε.

```lean
/-- Any constant that bounds the squared truncation error by the discarded kinetic weight, for
all trigonometric polynomials and all points, is at least `2/(M+1)`. -/
theorem constant_ge (M : ℕ) (C : ℝ)
    (h : ∀ (s : Finset ℤ) (c : ℤ → ℂ) (x : ℝ),
      ‖planeWaveSum s c x - planeWaveSum (lowModes s M) c x‖ ^ 2
        ≤ C * kineticWeight (highModes s M) c) :
    2 / ((M : ℝ) + 1) ≤ C := by
  have tele : ∀ K, M ≤ K →
      1 / ((M : ℝ) + 1) - 1 / ((K : ℝ) + 1) ≤ ∑ k ∈ Ioc M K, 1 / (k : ℝ) ^ 2 := by
    intro K hK
    induction K, hK using Nat.le_induction with
    | base => simp
    | succ K hK ih =>
      rw [Finset.sum_Ioc_succ_top hK]
      have e : 1 / ((K : ℝ) + 1) - 1 / (K + 1 + 1) = 1 / ((K + 1) * (K + 1 + 1)) := by
        field_simp
        ring
      have l : 1 / (((K : ℝ) + 1) * (K + 1 + 1)) ≤ 1 / ((K : ℝ) + 1) ^ 2 :=
        one_div_le_one_div_of_le (by positivity) (by nlinarith [Nat.cast_nonneg (α := ℝ) K])
      push_cast
      linarith
  -- test the bound at the origin with coefficients `1/n²` on a shell
  have key : ∀ K : ℕ, M < K → 2 / ((M : ℝ) + 1) - 2 / ((K : ℝ) + 1) ≤ C := by
    intro K hK
    have hmem : ∀ n ∈ shell M K, ¬ n.natAbs ≤ M := by
      intro n hn
      simp only [shell, mem_union, mem_image, mem_Ioc] at hn
      rcases hn with ⟨k, hk, rfl⟩ | ⟨k, hk, rfl⟩ <;> omega
    have hs : highModes (shell M K) M = shell M K := filter_true_of_mem hmem
    have h1 := h (shell M K) (fun n => ((1 / (n : ℝ) ^ 2 : ℝ) : ℂ)) 0
    have hf : planeWaveSum (shell M K) (fun n => ((1 / (n : ℝ) ^ 2 : ℝ) : ℂ)) 0
        = ((∑ n ∈ shell M K, 1 / (n : ℝ) ^ 2 : ℝ) : ℂ) := by
      simp [planeWaveSum, planeWave]
    have hk : kineticWeight (shell M K) (fun n => ((1 / (n : ℝ) ^ 2 : ℝ) : ℂ))
        = ∑ n ∈ shell M K, 1 / (n : ℝ) ^ 2 := by
      refine sum_congr rfl fun n hn => ?_
      have h0 : n ≠ 0 := by
        have := hmem n hn
        omega
      have h0' : (n : ℝ) ≠ 0 := by exact_mod_cast h0
      rw [Complex.norm_real, Real.norm_eq_abs, sq_abs]
      field_simp
    rw [truncation_error, hs, hf, hk, Complex.norm_real, Real.norm_eq_abs, sq_abs,
      shell_sum] at h1
    have h2 := tele K hK.le
    have h3 : 1 / ((K : ℝ) + 1) < 1 / ((M : ℝ) + 1) :=
      one_div_lt_one_div_of_lt (by positivity) (by
        have : (M : ℝ) < K := by exact_mod_cast hK
        linarith)
    have h4 : 2 * ∑ k ∈ Ioc M K, 1 / (k : ℝ) ^ 2 ≤ C :=
      le_of_mul_le_mul_right (by rw [← sq]; exact h1) (by linarith)
    have e : 2 / ((M : ℝ) + 1) - 2 / ((K : ℝ) + 1)
        = 2 * (1 / ((M : ℝ) + 1) - 1 / ((K : ℝ) + 1)) := by ring
    linarith
  -- let the outer radius of the shell grow
  by_contra hC
  have hε : 0 < 2 / ((M : ℝ) + 1) - C := by linarith [not_le.1 hC]
  obtain ⟨K, hK⟩ := exists_nat_gt (2 / (2 / ((M : ℝ) + 1) - C))
  have h1 := (div_lt_iff₀ hε).1 hK
  have h2 := key (M + 1 + K) (by omega)
  have h3 : 2 / (((M + 1 + K : ℕ) : ℝ) + 1) < 2 / ((M : ℝ) + 1) - C := by
    rw [div_lt_iff₀ (by positivity)]
    push_cast
    generalize 2 / ((M : ℝ) + 1) - C = ε at hε h1 ⊢
    nlinarith [mul_nonneg (Nat.cast_nonneg (α := ℝ) M) hε.le]
  linarith

end

end PlaneWaveTruncation
```

```lean
#print axioms PlaneWaveTruncation.truncation_error_sq_le
#print axioms PlaneWaveTruncation.truncation_error_sq_le_gradient
#print axioms PlaneWaveTruncation.constant_ge
```

```
'PlaneWaveTruncation.truncation_error_sq_le' depends on axioms: [propext, Classical.choice, Quot.sound]
'PlaneWaveTruncation.truncation_error_sq_le_gradient' depends on axioms: [propext, Classical.choice, Quot.sound]
'PlaneWaveTruncation.constant_ge' depends on axioms: [propext, Classical.choice, Quot.sound]
```
